# Zero pair correlation in a binary cell with even coordination: the number of bonds is divisible by 4

A cell of a binary alloy is a finite simple graph $G$. Its vertices are the sites, and its edge set $E$ contains the bonds, for instance all nearest-neighbour pairs. A configuration gives each site $v$ a value $\sigma_v=+1$ for one species or $\sigma_v=-1$ for the other. The coordination number $d_v$ is the number of bonds at $v$. The bond sum is

$$S(\sigma)=\sum_{\{i,j\}\in E}\sigma_i\sigma_j ,$$

with each unordered bond counted once. If there are bonds, the pair correlation per bond is $S(\sigma)/|E|$, which vanishes exactly when $S(\sigma)$ does.

Quasirandom supercells imitate a disordered alloy by matching selected correlations, in general approximately, and for a random equiatomic alloy the average pair correlation is zero. The results below concern finite cells that meet that value exactly for one shell of neighbours, provided that the bonds form a simple graph. They give a necessary condition when all coordination numbers are even, and a complete criterion for rings of at least three sites. Periodic cells in which a site is bonded to its own image or twice to the same neighbour are therefore excluded. Such a cell has a repeat vector no longer than two bond lengths, which can happen even when it contains many sites. Further shells and many-site correlations are not considered.

In the code the sites form a type `V`, and a configuration is an integer-valued function `σ : V → ℤ`. The restriction to $\pm1$ is a separate hypothesis, `hσ`, wherever it is needed.

In Lean 4 with Mathlib:

```lean
import Mathlib

namespace QuasirandomCell

variable {V : Type*}
```

The product on a bond is defined on unordered pairs, `Sym2 V`, which is legitimate because multiplication commutes.

```lean
/-- The product of the two site variables at the ends of a bond. -/
def bond (σ : V → ℤ) : Sym2 V → ℤ :=
  Sym2.lift ⟨fun i j => σ i * σ j, fun _ _ => mul_comm _ _⟩
```

The bond sum $S(\sigma)$ is `bondSum G σ`, a sum over the finite edge set `G.edgeFinset`.

```lean
/-- The pair correlation sum: the products of site variables added over all bonds of the cell. -/
def bondSum (G : SimpleGraph V) [Fintype G.edgeSet] (σ : V → ℤ) : ℤ :=
  ∑ e ∈ G.edgeFinset, bond σ e
```

## (a) Adding a site quantity over both ends of every bond

Let $f$ be any integer-valued function on the sites. Show that

$$\sum_{e\in E}\;\sum_{v\in e} f_v=\sum_v d_v f_v .$$

**Solution.** Exchange the two sums. For a fixed site $v$, the term $f_v$ appears once for each bond that contains $v$, and there are $d_v$ of these.

In the code the inner sum runs over all sites, with an `if` that keeps only the ends of `e`. After `Finset.sum_comm`, the bonds that contain `v` are identified with its incidence set, whose size is the degree.

```lean
/-- Adding a site quantity over both ends of every bond counts each site as often as
its coordination number. -/
theorem sum_ends [Fintype V] [DecidableEq V] (G : SimpleGraph V) [DecidableRel G.Adj]
    (f : V → ℤ) :
    ∑ e ∈ G.edgeFinset, (∑ v, if v ∈ e then f v else 0) = ∑ v, (G.degree v : ℤ) * f v := by
  rw [Finset.sum_comm]
  refine Finset.sum_congr rfl fun v _ => ?_
  rw [← Finset.sum_filter, Finset.sum_const, nsmul_eq_mul,
    ← G.card_incidenceFinset_eq_degree, G.incidenceFinset_eq_filter]
```

## (b) The bond sum modulo 4

Suppose that every $d_v$ is even. Show that every $\pm1$ configuration satisfies

$$S(\sigma)\equiv |E| \pmod 4 .$$

**Solution.** On a bond $\{i,j\}$,

$$\sigma_i\sigma_j-\sigma_i-\sigma_j+1=(\sigma_i-1)(\sigma_j-1).$$

Each factor is $0$ or $-2$, so the product is $0$ or $4$. Summing over the bonds and using (a) gives

$$S(\sigma)-\sum_v d_v\sigma_v+|E|\equiv 0 \pmod 4 .$$

Next write $d_v=2k_v$. Then $d_v\sigma_v-d_v=2k_v(\sigma_v-1)$ is $0$ or $-4k_v$, so $\sum_v d_v\sigma_v\equiv\sum_v d_v$. Each bond has two ends, hence $\sum_v d_v=2|E|$. Together,

$$S(\sigma)\equiv 2|E|-|E|=|E| \pmod 4 .$$

The composition of the alloy plays no part in this. In the code, `hG` is the evenness of the degrees. The step `h1` is the congruence on the bonds, checked for the four sign combinations; `h2` is the replacement of $d_v\sigma_v$ by $d_v$; `h3` is the count of bond ends. The final `linear_combination` adds the three relations.

```lean
/-- If every site has an even number of neighbours, the pair correlation sum of any
plus-minus-one configuration equals the number of bonds modulo 4. -/
theorem bondSum_modEq [Fintype V] [DecidableEq V] (G : SimpleGraph V) [DecidableRel G.Adj]
    (hG : ∀ v, Even (G.degree v)) (σ : V → ℤ) (hσ : ∀ v, σ v = 1 ∨ σ v = -1) :
    bondSum G σ ≡ (G.edgeFinset.card : ℤ) [ZMOD 4] := by
  -- on each bond, the product is the sum of the two ends minus one, modulo 4
  have h1 : (4 : ℤ) ∣ ∑ e ∈ G.edgeFinset,
      (bond σ e - (∑ v, if v ∈ e then σ v else 0) + 1) := by
    refine Finset.dvd_sum fun e he => ?_
    induction e using Sym2.ind with
    | _ i j =>
      have hij : i ≠ j := G.ne_of_adj (by simpa using he)
      have hf : Finset.univ.filter (fun v => v ∈ s(i, j)) = {i, j} := by
        ext v
        simp
      rw [← Finset.sum_filter, hf, Finset.sum_pair hij]
      change (4 : ℤ) ∣ σ i * σ j - (σ i + σ j) + 1
      rcases hσ i with h | h <;> rcases hσ j with h' | h' <;> rw [h, h'] <;> norm_num
  -- even degrees make the site term independent of the configuration, modulo 4
  have h2 : (4 : ℤ) ∣ ∑ v, ((G.degree v : ℤ) * σ v - (G.degree v : ℤ)) := by
    refine Finset.dvd_sum fun v _ => ?_
    obtain ⟨k, hk⟩ := hG v
    rw [hk]
    push_cast
    rcases hσ v with h | h <;> rw [h]
    · exact ⟨0, by ring⟩
    · exact ⟨-k, by ring⟩
  have h3 : ∑ v, (G.degree v : ℤ) = 2 * (G.edgeFinset.card : ℤ) := by
    exact_mod_cast G.sum_degrees_eq_twice_card_edges
  rw [Finset.sum_add_distrib, Finset.sum_sub_distrib, sum_ends, Finset.sum_const,
    nsmul_eq_mul, mul_one] at h1
  rw [Finset.sum_sub_distrib] at h2
  obtain ⟨a, ha⟩ := h1
  obtain ⟨b, hb⟩ := h2
  refine (Int.modEq_iff_dvd.2 ⟨a + b, ?_⟩).symm
  unfold bondSum
  linear_combination ha + hb + h3
```

## (c) The number of bonds when the bond sum vanishes

Keep the assumptions of (b), and let $S(\sigma)=0$. Show that

$$4\mid |E| .$$

**Solution.** By (b), $0=S(\sigma)\equiv|E|$ modulo 4.

The code inserts `h0`, the vanishing of the bond sum, into the congruence, and `omega` passes from integers to the natural number `G.edgeFinset.card`.

```lean
/-- If every site has an even number of neighbours and a plus-minus-one configuration has
vanishing pair correlation sum, the number of bonds is divisible by 4. -/
theorem four_dvd_bonds [Fintype V] [DecidableEq V] (G : SimpleGraph V) [DecidableRel G.Adj]
    (hG : ∀ v, Even (G.degree v)) (σ : V → ℤ) (hσ : ∀ v, σ v = 1 ∨ σ v = -1)
    (h0 : bondSum G σ = 0) : 4 ∣ G.edgeFinset.card := by
  have h := bondSum_modEq G hG σ hσ
  rw [h0] at h
  have h' := Int.modEq_iff_dvd.1 h
  omega
```

## (d) A tetrahedron with zero bond sum

On the tetrahedron, where all four sites are bonded to each other, take $\sigma=(+1,+1,+1,-1)$. Show that

$$S(\sigma)=0,\qquad |E|=6 .$$

**Solution.** The three $+$ sites form three like bonds, which contribute $+3$. The $-$ site has three unlike bonds, which contribute $-3$. The total is zero, with $3+3=6$ bonds.

Since 4 does not divide 6, the conclusion of (c) fails for general graphs, even for those in which all sites have the same coordination number; here it is 3. The configuration is not equiatomic, and this matters. If all sites have the same coordination number, odd or even, and both species occur equally often, then $\sum_v d_v\sigma_v=0$. The relation $S(\sigma)-\sum_v d_v\sigma_v+|E|\equiv0$ modulo 4 from (b), which does not use evenness, then shows that $S(\sigma)=0$ still requires $4\mid|E|$. This remark is not part of the code. The tetrahedron is the complete graph `⊤` on `Fin 4`, and both values are found by direct evaluation.

```lean
/-- On the tetrahedron, the complete graph on four sites, the configuration `+++-` has vanishing
pair correlation sum, and there are six bonds. -/
theorem tetrahedron_sharpness :
    bondSum (⊤ : SimpleGraph (Fin 4)) ![1, 1, 1, -1] = 0 ∧
      (⊤ : SimpleGraph (Fin 4)).edgeFinset.card = 6 := by
  constructor <;> decide +kernel
```

## (e) Neighbours on a ring

For $N\ge1$, the sites of a ring are the residues modulo $N$, the type `ZMod N`, so that adding 1 to the last site returns to the first. The bonds are generated by the relation "$j$ is the successor of $i$"; `SimpleGraph.fromRel` makes this relation symmetric and removes loops.

```lean
/-- For positive `N`, the ring of `N` sites: distinct sites are bonded when they differ by one step.
For `N = 0` the same rule gives the infinite chain on the integers. -/
def ringGraph (N : ℕ) : SimpleGraph (ZMod N) :=
  SimpleGraph.fromRel fun i j => j = i + 1
```

Show that sites $i$ and $j$ are bonded exactly when

$$i\neq j\quad\text{and}\quad (j=i+1\ \text{or}\ i=j+1).$$

**Solution.** The symmetric form of the relation is the condition in brackets, and removing loops adds $i\ne j$. The code quotes the library lemma for `fromRel`, and then uses the criterion to make adjacency decidable.

```lean
lemma ring_adj {N : ℕ} (i j : ZMod N) :
    (ringGraph N).Adj i j ↔ i ≠ j ∧ (j = i + 1 ∨ i = j + 1) :=
  SimpleGraph.fromRel_adj (fun i j : ZMod N => j = i + 1) i j

instance (N : ℕ) : DecidableRel (ringGraph N).Adj := fun i j =>
  decidable_of_iff (i ≠ j ∧ (j = i + 1 ∨ i = j + 1)) (ring_adj i j).symm
```

## (f) One and two steps do not close the ring

Let $N\ge 3$. Show that, modulo $N$,

$$1\neq 0,\qquad 2\neq 0 .$$

**Solution.** Otherwise $N$ would divide 1 or 2, and so $N\le 2$. The code makes the same argument, with `CharP.cast_eq_zero_iff` turning a vanishing residue into divisibility.

```lean
lemma small_ne_zero {N : ℕ} (hN : 3 ≤ N) : (1 : ZMod N) ≠ 0 ∧ (2 : ZMod N) ≠ 0 := by
  constructor <;> intro h
  · have h' := (CharP.cast_eq_zero_iff (ZMod N) N 1).1 (by exact_mod_cast h)
    have := Nat.le_of_dvd (by norm_num) h'
    omega
  · have h' := (CharP.cast_eq_zero_iff (ZMod N) N 2).1 (by exact_mod_cast h)
    have := Nat.le_of_dvd (by norm_num) h'
    omega
```

## (g) Different sites start different bonds

Let $N\ge3$. Show that

$$\{i,i+1\}=\{j,j+1\}\ \Longrightarrow\ i=j .$$

**Solution.** Equal unordered pairs agree either in order or crosswise. In order, $i=j$ at once. Crosswise, $i=j+1$ and $i+1=j$, which gives $2=0$ and contradicts (f). The two branches of `rcases` are these two cases.

```lean
lemma ring_injective {N : ℕ} (hN : 3 ≤ N) :
    Function.Injective (fun i : ZMod N => s(i, i + 1)) := by
  intro i j h
  rcases Sym2.eq_iff.1 h with ⟨h1, _⟩ | ⟨h1, h2⟩
  · exact h1
  · exact absurd (by linear_combination h2 - h1) (small_ne_zero hN).2
```

## (h) The list of bonds

Let $N\ge3$. Show that

$$E=\bigl\{\{i,i+1\}: i\in\mathbb Z/N\bigr\}.$$

**Solution.** By (e), a bond $\{i,j\}$ has $j=i+1$ or $i=j+1$, so it joins one of its ends to the next site. Conversely, $k$ and $k+1$ are different by (f), and so they are bonded. With (g), the ring has exactly $N$ bonds.

The set on the right is the `image` of all sites under `i ↦ s(i, i + 1)`, and the two halves of `constructor` are the two inclusions. The instance `NeZero N` supplies a finite set of sites.

```lean
/-- For at least three sites, the bonds of the ring are those joining each site to the next. -/
theorem ring_edges {N : ℕ} [NeZero N] (hN : 3 ≤ N) :
    (ringGraph N).edgeFinset = Finset.univ.image (fun i : ZMod N => s(i, i + 1)) := by
  have h10 := (small_ne_zero hN).1
  ext e
  induction e using Sym2.ind with
  | _ i j =>
    rw [SimpleGraph.mem_edgeFinset, SimpleGraph.mem_edgeSet, ring_adj]
    simp only [Finset.mem_image, Finset.mem_univ, true_and, Sym2.eq_iff]
    constructor
    · rintro ⟨_, h | h⟩
      · exact ⟨i, Or.inl ⟨rfl, h.symm⟩⟩
      · exact ⟨j, Or.inr ⟨rfl, h.symm⟩⟩
    · rintro ⟨k, ⟨h1, h2⟩ | ⟨h1, h2⟩⟩
      · exact ⟨fun h => h10 (by linear_combination h2 - h1 - h),
          Or.inl (by linear_combination h1 - h2)⟩
      · exact ⟨fun h => h10 (by linear_combination h2 - h1 + h),
          Or.inr (by linear_combination h1 - h2)⟩
```

## (i) Coordination on the ring

Let $N\ge 3$. Show that every site has

$$d_i=2 .$$

**Solution.** By (e), the only candidates for neighbours of $i$ are $i+1$ and $i-1$. Both differ from $i$ because $1\ne0$, and they differ from each other because $2\neq0$.

In the code, `hn` identifies the neighbour set, and `Finset.card_pair` counts it.

```lean
/-- On a ring of at least three sites every site has exactly two neighbours. -/
theorem ring_degree {N : ℕ} [NeZero N] (hN : 3 ≤ N) (i : ZMod N) :
    (ringGraph N).degree i = 2 := by
  obtain ⟨h10, h20⟩ := small_ne_zero hN
  have hn : (ringGraph N).neighborFinset i = {i + 1, i - 1} := by
    ext j
    simp only [SimpleGraph.mem_neighborFinset, ring_adj, Finset.mem_insert,
      Finset.mem_singleton]
    constructor
    · rintro ⟨_, h | h⟩
      · exact Or.inl h
      · exact Or.inr (by linear_combination -h)
    · rintro (h | h)
      · exact ⟨fun e => h10 (by linear_combination -h - e), Or.inl h⟩
      · exact ⟨fun e => h10 (by linear_combination h + e), Or.inr (by linear_combination -h)⟩
  rw [← SimpleGraph.card_neighborFinset_eq_degree, hn,
    Finset.card_pair (fun h => h20 (by linear_combination h))]
```

## (j) The double-layer pattern under a shift by two sites

Let $4\mid N$. Define $\tau_i=+1$ if $i$ leaves remainder 0 or 1 on division by 4, and $\tau_i=-1$ if it leaves 2 or 3. This repeats $++--$ around the ring. Because 4 divides $N$, the remainder is well defined on residues modulo $N$; in the code it is the map `ZMod.castHom h (ZMod 4)`.

```lean
/-- The configuration `++--` repeated around a ring whose length is a multiple of 4. -/
def doubleLayer {N : ℕ} (h : 4 ∣ N) (i : ZMod N) : ℤ :=
  if (ZMod.castHom h (ZMod 4) i).val < 2 then 1 else -1
```

Show that

$$\tau_{i+2}=-\tau_i .$$

**Solution.** Adding 2 exchanges the remainders $\{0,1\}$ with $\{2,3\}$. The code replaces the remainder by an arbitrary element of `ZMod 4` and lets `decide` check the four cases.

```lean
lemma doubleLayer_shift {N : ℕ} (h : 4 ∣ N) (i : ZMod N) :
    doubleLayer h (i + 2) = -doubleLayer h i := by
  unfold doubleLayer
  rw [map_add, map_ofNat]
  generalize ZMod.castHom h (ZMod 4) i = x
  revert x
  decide
```

## (k) Composition and bond sum of the pattern

Let $N$ be a positive multiple of 4. Show that

$$\sum_i\tau_i=0,\qquad S(\tau)=0 .$$

**Solution.** A shift only reorders a sum over the whole ring. Hence, by (j),

$$\sum_i\tau_i=\sum_i\tau_{i+2}=-\sum_i\tau_i ,$$

and the sum is zero: the two species occur equally often. For the bonds, put $p_i=\tau_i\tau_{i+1}$. Then

$$p_{i+1}=\tau_{i+1}\tau_{i+2}=-\tau_{i+1}\tau_i=-p_i .$$

By (g) and (h), $S(\tau)=\sum_i p_i$. A shift by one site gives $S(\tau)=-S(\tau)$, so $S(\tau)=0$. The word `quasirandom` in the name of the theorem refers to this one shell only: the pattern is ordered, and by (j) sites two steps apart always have the product $\tau_i\tau_{i+2}=-1$.

In the code `Equiv.sum_comp` expresses the invariance under shifts, `hb` rewrites the bond sum as a sum over sites, and `f` is the change of sign.

```lean
/-- On a nonempty ring whose length is a multiple of 4, the repeated `++--` configuration has
equal numbers of both species and vanishing pair correlation sum. -/
theorem doubleLayer_quasirandom {N : ℕ} [NeZero N] (h : 4 ∣ N) :
    ∑ i, doubleLayer h i = 0 ∧ bondSum (ringGraph N) (doubleLayer h) = 0 := by
  have hN : 3 ≤ N := by
    have := Nat.le_of_dvd (Nat.pos_of_ne_zero (NeZero.ne N)) h
    omega
  constructor
  · -- a shift by two sites exchanges the species
    have e : ∑ i, doubleLayer h (i + 2) = ∑ i, doubleLayer h i :=
      Equiv.sum_comp (Equiv.addRight (2 : ZMod N)) (doubleLayer h)
    simp only [doubleLayer_shift, Finset.sum_neg_distrib] at e
    linarith
  · -- a shift by one site exchanges like and unlike bonds
    have hb : bondSum (ringGraph N) (doubleLayer h) =
        ∑ i, doubleLayer h i * doubleLayer h (i + 1) := by
      rw [bondSum, ring_edges hN, Finset.sum_image (ring_injective hN).injOn]
      rfl
    have e : ∑ i, doubleLayer h (i + 1) * doubleLayer h (i + 1 + 1) =
        ∑ i, doubleLayer h i * doubleLayer h (i + 1) :=
      Equiv.sum_comp (Equiv.addRight (1 : ZMod N))
        (fun i => doubleLayer h i * doubleLayer h (i + 1))
    have f : ∑ i, doubleLayer h (i + 1) * doubleLayer h (i + 1 + 1) =
        -∑ i, doubleLayer h i * doubleLayer h (i + 1) := by
      rw [← Finset.sum_neg_distrib]
      refine Finset.sum_congr rfl fun i _ => ?_
      rw [show i + 1 + 1 = i + 2 by ring, doubleLayer_shift]
      ring
    rw [hb]
    linarith
```

## (l) Which rings admit a zero bond sum

Let $N\ge3$. Show that

$$\bigl(\exists\,\sigma\in\{\pm1\}^N:\ S(\sigma)=0\bigr)\iff 4\mid N .$$

**Solution.** If such a $\sigma$ exists, (i) makes all degrees even, so (c) gives $4\mid|E|$, and $|E|=N$ by (g) and (h). Conversely, if $4\mid N$, the pattern $\tau$ has values $\pm1$ and zero bond sum by (k). On the smallest such ring, $N=4$, its bond products are $+1,-1,+1,-1$.

For $N=1$ the equivalence fails: there are no bonds, so the empty sum is zero although 4 does not divide 1.

The two directions appear in the same order in the code. The existential statement does not ask for equal numbers of the two species, but the configuration `doubleLayer h` used for the converse has them by (k).

```lean
/-- A ring of at least three sites admits a plus-minus-one configuration with vanishing pair
correlation sum exactly when its number of sites is divisible by 4. -/
theorem ring_quasirandom_iff {N : ℕ} [NeZero N] (hN : 3 ≤ N) :
    (∃ σ : ZMod N → ℤ, (∀ i, σ i = 1 ∨ σ i = -1) ∧ bondSum (ringGraph N) σ = 0) ↔ 4 ∣ N := by
  constructor
  · rintro ⟨σ, hσ, h0⟩
    have h := four_dvd_bonds (ringGraph N) (fun i => by rw [ring_degree hN i]; exact even_two)
      σ hσ h0
    rwa [ring_edges hN, Finset.card_image_of_injective _ (ring_injective hN),
      Finset.card_univ, ZMod.card] at h
  · intro h
    refine ⟨doubleLayer h, fun i => ?_, (doubleLayer_quasirandom h).2⟩
    unfold doubleLayer
    split_ifs
    · exact Or.inl rfl
    · exact Or.inr rfl

end QuasirandomCell
```

```lean
#print axioms QuasirandomCell.four_dvd_bonds
#print axioms QuasirandomCell.tetrahedron_sharpness
#print axioms QuasirandomCell.ring_quasirandom_iff
```

```
'QuasirandomCell.four_dvd_bonds' depends on axioms: [propext, Classical.choice, Quot.sound]
'QuasirandomCell.tetrahedron_sharpness' depends on axioms: [propext, Classical.choice, Quot.sound]
'QuasirandomCell.ring_quasirandom_iff' depends on axioms: [propext, Classical.choice, Quot.sound]
```
